# The partial-wave functional of $e^{-zs}(1+cu)$ is $\frac{45}{256}\big/\left(1+\frac{35c}{8z}+\frac{6c^2}{z^2}\right)$ for $z>0$

The norm of a two-electron S-state can be an integral over six Cartesian coordinates or over three interparticle ones. Here it is defined in the variables $s=r_1+r_2$, $t=r_1-r_2$ and $u=r_{12}$, where $r_1,r_2$ are the distances from the nucleus and $r_{12}$ is the distance between the electrons. The volume element $\pi^2u(s^2-t^2)\,dt\,du\,ds$ is therefore part of the definition. Starting from $\int\psi^2\,d^3r_1\,d^3r_2$ would give the same number, but reducing it to the integrals below would also require a proof of the change of variables.

```lean
import Mathlib

open MeasureTheory Set Filter
open scoped Real Topology

namespace HylleraasPartialWave

noncomputable section
```

The trial function is $\psi=e^{-zs}(1+cu)$, with real parameters in atomic units: $z$ is the orbital exponent and $c$ the strength of the explicit correlation. The closed forms of the norm and of the functional, and the comparisons drawn from them, assume $z>0$; otherwise $\psi$ is not square-integrable.

```lean
/-- The correlated trial function `exp(-z s) (1 + c u)`, where `s = r₁ + r₂` and `u = r₁₂`. -/
def trial (z c s u : ℝ) : ℝ := Real.exp (-(z * s)) * (1 + c * u)
```

The triangle inequality gives the domain $|t|\le u\le s$, so the squared norm is

$$N=\int_0^\infty ds\int_0^s du\int_{-u}^{u}dt\;\pi^2u(s^2-t^2)\psi^2 .$$

```lean
/-- The squared norm of the trial function in the coordinates `s`, `u` and `t = r₁ - r₂`,
with volume element `π² u (s² - t²)` on `|t| ≤ u ≤ s`. -/
def normSq (z c : ℝ) : ℝ :=
  ∫ s in Ioi (0 : ℝ), ∫ u in (0 : ℝ)..s, ∫ t in (-u)..u,
    π ^ 2 * u * (s ^ 2 - t ^ 2) * (trial z c s u) ^ 2
```

At coalescence $r_1=r_2=r$, hence $s=2r$ and $u=0$. The functional is

$$A=\frac{6\pi^2}{N}\int_0^\infty r^5\,\psi(2r,0)^2\,dr .$$

Division by $N$ makes $A$ independent of the normalisation of $\psi$. Let $E_l$ be the nonrelativistic variational energy, in hartree, of the singlet ground state of a two-electron atom when the one-electron angular momenta are limited to at most $l$ and the radial basis is complete. With $A$ evaluated on the exact wave function, $-A(l+\tfrac12)^{-4}$ is the leading term of $E_l-E_{l-1}$ at large $l$, which matters for basis-set extrapolation; here $A$ is evaluated only on a two-parameter trial function. That energy law is background: no Hamiltonian enters the theorems.

```lean
/-- The partial-wave functional: `6π²` times the `r⁵` moment of the squared trial function
at electron coalescence (`s = 2r`, `u = 0`), divided by the squared norm. -/
def partialWaveCoeff (z c : ℝ) : ℝ :=
  6 * π ^ 2 * (∫ r in Ioi (0 : ℝ), r ^ 5 * (trial z c (2 * r) 0) ^ 2) / normSq z c
```

## Integrating out $t$, $u$ and $s$

For $b>0$, the Gamma integral gives $\int_0^\infty s^n e^{-bs}\,ds=n!/b^{n+1}$.

```lean
/-- The radial moments of an exponential are `n! / b^(n+1)`. -/
theorem exp_moment (n : ℕ) {b : ℝ} (hb : 0 < b) :
    ∫ s in Ioi (0 : ℝ), s ^ n * Real.exp (-(b * s)) = (n.factorial : ℝ) / b ^ (n + 1) := by
  have h := Real.integral_rpow_mul_exp_neg_mul_Ioi (a := (n : ℝ) + 1) (r := b)
    (by positivity) hb
  have hp : (1 / b) ^ ((n : ℝ) + 1) = (1 / b) ^ (n + 1) := by
    exact_mod_cast Real.rpow_natCast (1 / b) (n + 1)
  rw [Real.Gamma_nat_eq_factorial, hp] at h
  simp only [add_sub_cancel_right, Real.rpow_natCast] at h
  rw [h, one_div, inv_pow, div_eq_inv_mul]
```

These integrands are also integrable. Lean assigns the value zero to the integral of a non-integrable function, so the positive value just found settles the matter.

```lean
/-- Every natural-number power times a decaying exponential is integrable on the half-line. -/
theorem exp_moment_integrable (n : ℕ) {b : ℝ} (hb : 0 < b) :
    Integrable (fun s : ℝ => s ^ n * Real.exp (-(b * s))) (volume.restrict (Ioi 0)) := by
  by_contra h
  have h1 := exp_moment n hb
  rw [integral_undef h] at h1
  have h2 : 0 < (n.factorial : ℝ) / b ^ (n + 1) := by positivity
  linarith
```

Since $\int_{-u}^{u}(s^2-t^2)\,dt=2us^2-\tfrac23u^3$, the remaining $u$-integral is

$$\int_0^s(1+cu)^2\left(2s^2u^2-\tfrac23u^4\right)du
=\tfrac{8}{15}s^5+\tfrac79cs^6+\tfrac{32}{105}c^2s^7 .$$

The factor $\pi^2e^{-2zs}$ stands outside. In the proof, `ht` does the $t$-integral and `hF` supplies an antiderivative in $u$, which is evaluated at the two endpoints.

```lean
/-- Integrating the squared trial function, with its volume element, over `t` and `u` leaves three
powers of `s` times `exp(-2zs)`. -/
theorem density_in_s (z c s : ℝ) :
    (∫ u in (0 : ℝ)..s, ∫ t in (-u)..u,
      π ^ 2 * u * (s ^ 2 - t ^ 2) * (trial z c s u) ^ 2) =
    π ^ 2 * (8 / 15) * (s ^ 5 * Real.exp (-(2 * z * s)))
      + π ^ 2 * (7 / 9 * c) * (s ^ 6 * Real.exp (-(2 * z * s)))
      + π ^ 2 * (32 / 105 * c ^ 2) * (s ^ 7 * Real.exp (-(2 * z * s))) := by
  -- the integral over t
  have ht : ∀ u : ℝ, (∫ t in (-u)..u,
      π ^ 2 * u * (s ^ 2 - t ^ 2) * (trial z c s u) ^ 2) =
      π ^ 2 * Real.exp (-(2 * z * s)) *
        ((1 + c * u) ^ 2 * (2 * s ^ 2 * u ^ 2 - 2 / 3 * u ^ 4)) := by
    intro u
    have h : ∫ t in (-u)..u, (s ^ 2 - t ^ 2) = 2 * u * s ^ 2 - 2 / 3 * u ^ 3 := by
      rw [intervalIntegral.integral_sub (Continuous.intervalIntegrable (by fun_prop) _ _)
        (Continuous.intervalIntegrable (by fun_prop) _ _),
        intervalIntegral.integral_const, integral_pow, smul_eq_mul]
      push_cast
      ring
    have he : (trial z c s u) ^ 2 = Real.exp (-(2 * z * s)) * (1 + c * u) ^ 2 := by
      unfold trial
      rw [show -(2 * z * s) = -(z * s) + -(z * s) by ring, Real.exp_add]
      ring
    rw [intervalIntegral.integral_mul_const, intervalIntegral.integral_const_mul, h, he]
    ring
  -- an antiderivative in u
  have hF : ∀ x : ℝ, HasDerivAt (fun x : ℝ => 2 * s ^ 2 / 3 * x ^ 3 + c * s ^ 2 * x ^ 4
      + (2 * c ^ 2 * s ^ 2 / 5 - 2 / 15) * x ^ 5 + (-(2 * c / 9)) * x ^ 6
      + (-(2 * c ^ 2 / 21)) * x ^ 7)
      ((1 + c * x) ^ 2 * (2 * s ^ 2 * x ^ 2 - 2 / 3 * x ^ 4)) x := by
    intro x
    exact HasDerivAt.congr_deriv
      ((((((hasDerivAt_pow 3 x).const_mul (2 * s ^ 2 / 3)).fun_add
        ((hasDerivAt_pow 4 x).const_mul (c * s ^ 2))).fun_add
        ((hasDerivAt_pow 5 x).const_mul (2 * c ^ 2 * s ^ 2 / 5 - 2 / 15))).fun_add
        ((hasDerivAt_pow 6 x).const_mul (-(2 * c / 9)))).fun_add
        ((hasDerivAt_pow 7 x).const_mul (-(2 * c ^ 2 / 21))))
      (by push_cast; ring)
  simp_rw [ht]
  rw [intervalIntegral.integral_const_mul,
    intervalIntegral.integral_eq_sub_of_hasDerivAt (fun x _ => hF x)
      (Continuous.intervalIntegrable (by fun_prop) _ _)]
  ring
```

Applying the moments with $b=2z$ and $n=5,6,7$ gives

$$N=\pi^2\left[\frac{8}{15}\frac{120}{(2z)^6}+\frac{7c}{9}\frac{720}{(2z)^7}+\frac{32c^2}{105}\frac{5040}{(2z)^8}\right]
=\frac{\pi^2}{z^6}D,$$

$$D=1+\frac{35c}{8z}+\frac{6c^2}{z^2}.$$

Integrability, needed to split the sum, is supplied by `i`.

```lean
/-- The squared norm of the trial function in closed form. -/
theorem normSq_eq {z : ℝ} (hz : 0 < z) (c : ℝ) :
    normSq z c = π ^ 2 / z ^ 6 * (1 + 35 * c / (8 * z) + 6 * c ^ 2 / z ^ 2) := by
  have h2 : 0 < 2 * z := by positivity
  have i : ∀ (n : ℕ) (a : ℝ), Integrable
      (fun s : ℝ => a * (s ^ n * Real.exp (-(2 * z * s)))) (volume.restrict (Ioi 0)) :=
    fun n a => (exp_moment_integrable n h2).const_mul a
  have f5 : ((Nat.factorial 5 : ℕ) : ℝ) = 120 := by norm_num [Nat.factorial]
  have f6 : ((Nat.factorial 6 : ℕ) : ℝ) = 720 := by norm_num [Nat.factorial]
  have f7 : ((Nat.factorial 7 : ℕ) : ℝ) = 5040 := by norm_num [Nat.factorial]
  unfold normSq
  simp_rw [density_in_s]
  rw [integral_add, integral_add, integral_const_mul, integral_const_mul,
    integral_const_mul, exp_moment 5 h2, exp_moment 6 h2, exp_moment 7 h2, f5, f6, f7]
  · field_simp
    ring
  all_goals first
    | exact i _ _
    | exact (i _ _).add (i _ _)
```

## The coalescence moment and the ratio

At $u=0$ the correlation factor equals one, so $c$ disappears from the numerator:

$$\int_0^\infty r^5e^{-4zr}\,dr=\frac{120}{(4z)^6}=\frac{15}{512z^6}.$$

```lean
/-- The `r⁵` moment of the squared trial function at coalescence is `15 / (512 z⁶)`. -/
theorem coalescence_moment {z : ℝ} (hz : 0 < z) (c : ℝ) :
    ∫ r in Ioi (0 : ℝ), r ^ 5 * (trial z c (2 * r) 0) ^ 2 = 15 / (512 * z ^ 6) := by
  have he : ∀ r : ℝ, (trial z c (2 * r) 0) ^ 2 = Real.exp (-(4 * z * r)) := by
    intro r
    unfold trial
    rw [show -(4 * z * r) = -(z * (2 * r)) + -(z * (2 * r)) by ring, Real.exp_add]
    ring
  have f5 : ((Nat.factorial 5 : ℕ) : ℝ) = 120 := by norm_num [Nat.factorial]
  simp_rw [he]
  rw [exp_moment 5 (by positivity : 0 < 4 * z), f5,
    div_eq_div_iff (by positivity) (by positivity)]
  ring
```

Completing the square shows that $D$ is positive for every real $c$:

$$D=6\left(\frac cz+\frac{35}{96}\right)^2+\frac{311}{1536}.$$

The square is the hint passed to `nlinarith`.

```lean
/-- For `z > 0`, the factor `1 + 35c/(8z) + 6c²/z²` in the squared norm is positive for every real
`c`. -/
theorem factor_pos {z : ℝ} (hz : 0 < z) (c : ℝ) :
    0 < 1 + 35 * c / (8 * z) + 6 * c ^ 2 / z ^ 2 := by
  have h : 1 + 35 * c / (8 * z) + 6 * c ^ 2 / z ^ 2
      = 1 + 35 / 8 * (c / z) + 6 * (c / z) ^ 2 := by
    field_simp
  rw [h]
  nlinarith [sq_nonneg (c / z + 35 / 96)]
```

The powers of $z$ and the factors of $\pi^2$ cancel:

$$A=\frac{6\pi^2\cdot15/(512z^6)}{\pi^2D/z^6}=\frac{45}{256\,D}.$$

For example, $z=2$ and $c=\tfrac12$ (the electron–electron cusp slope of a singlet) give $D=1+\tfrac{35}{32}+\tfrac38=\tfrac{79}{32}$, hence $A=\tfrac{45}{632}\approx0.0712$, compared with $\tfrac{45}{256}\approx0.1758$ at $c=0$.

```lean
/-- The partial-wave functional of the correlated trial function, for any real `c`. -/
theorem partialWaveCoeff_eq {z : ℝ} (hz : 0 < z) (c : ℝ) :
    partialWaveCoeff z c =
      (45 / 256) / (1 + 35 * c / (8 * z) + 6 * c ^ 2 / z ^ 2) := by
  have hD := (factor_pos hz c).ne'
  unfold partialWaveCoeff
  rw [coalescence_moment hz, normSq_eq hz]
  generalize 1 + 35 * c / (8 * z) + 6 * c ^ 2 / z ^ 2 = D at *
  have hpi := Real.pi_ne_zero
  field_simp
  norm_num
```

## Comparison with the uncorrelated value

Because $D>0$, the inequality $A<\tfrac{45}{256}$ is equivalent to $D>1$. Now

$$D-1=\frac{c(35z+48c)}{8z^2},$$

which is positive exactly when $c>0$ or $c<-35z/48$. The two directions of the proof are the sign analysis of this product.

```lean
/-- The functional lies below `45/256` exactly when `c` is positive or less than `-35z/48`. -/
theorem partialWaveCoeff_lt_iff {z : ℝ} (hz : 0 < z) (c : ℝ) :
    partialWaveCoeff z c < 45 / 256 ↔ 0 < c ∨ c < -(35 * z / 48) := by
  have hD : 1 + 35 * c / (8 * z) + 6 * c ^ 2 / z ^ 2
      = 1 + c * (35 * z + 48 * c) / (8 * z ^ 2) := by
    field_simp
    ring
  have h8 : 0 < 8 * z ^ 2 := by positivity
  rw [partialWaveCoeff_eq hz, div_lt_iff₀ (factor_pos hz c), hD]
  constructor
  · intro h
    have h1 : 0 < c * (35 * z + 48 * c) := by
      by_contra hn
      have := div_nonpos_of_nonpos_of_nonneg (not_lt.mp hn) h8.le
      linarith
    by_contra hn
    rw [not_or, not_lt, not_lt] at hn
    have ha : 0 ≤ -c := by linarith [hn.1]
    have hb : 0 ≤ 35 * z + 48 * c := by linarith [hn.2]
    nlinarith [mul_nonneg ha hb]
  · intro h
    have h1 : 0 < c * (35 * z + 48 * c) := by
      rcases h with h | h
      · positivity
      · exact mul_pos_of_neg_of_neg (by linarith) (by linarith)
    have := div_pos h1 h8
    linarith
```

If $c\ge0$, the second alternative is impossible, and the value is lowered exactly when $c>0$.

```lean
/-- For nonnegative `c`, the functional lies below `45/256` exactly when `c > 0`. -/
theorem partialWaveCoeff_lt_iff_pos {z c : ℝ} (hz : 0 < z) (hc : 0 ≤ c) :
    partialWaveCoeff z c < 45 / 256 ↔ 0 < c := by
  rw [partialWaveCoeff_lt_iff hz]
  constructor
  · rintro (h | h)
    · exact h
    · linarith
  · exact Or.inl
```

At fixed $c$, both corrections in $D$ vanish as $z\to\infty$, so $A\to\tfrac{45}{256}$. Physically, the electrons contract to distances of order $1/z$, where $cu$ is small. The proof takes the limit in powers of $z^{-1}$ and transfers it to `partialWaveCoeff`, which agrees with the closed formula for all $z>0$.

```lean
/-- At fixed `c`, the functional tends to `45/256` as the orbital exponent `z` grows. -/
theorem partialWaveCoeff_tendsto (c : ℝ) :
    Tendsto (fun z => partialWaveCoeff z c) atTop (𝓝 (45 / 256)) := by
  have h : Tendsto (fun z : ℝ => z⁻¹) atTop (𝓝 0) := tendsto_inv_atTop_zero
  have g : Tendsto (fun z : ℝ => (45 / 256 : ℝ) /
      (1 + 35 * c / 8 * z⁻¹ + 6 * c ^ 2 * z⁻¹ ^ 2)) atTop
      (𝓝 ((45 / 256 : ℝ) / (1 + 35 * c / 8 * 0 + 6 * c ^ 2 * 0 ^ 2))) :=
    tendsto_const_nhds.div ((tendsto_const_nhds.add (h.const_mul _)).add
      ((h.pow 2).const_mul _)) (by norm_num)
  have e : (45 / 256 : ℝ) / (1 + 35 * c / 8 * 0 + 6 * c ^ 2 * 0 ^ 2) = 45 / 256 := by
    norm_num
  rw [e] at g
  refine g.congr' ?_
  filter_upwards [eventually_gt_atTop (0 : ℝ)] with z hz
  rw [partialWaveCoeff_eq hz]
  congr 1
  field_simp

end

end HylleraasPartialWave
```

```lean
#print axioms HylleraasPartialWave.partialWaveCoeff_eq
#print axioms HylleraasPartialWave.partialWaveCoeff_lt_iff_pos
#print axioms HylleraasPartialWave.partialWaveCoeff_tendsto
```

```
'HylleraasPartialWave.partialWaveCoeff_eq' depends on axioms: [propext, Classical.choice, Quot.sound]
'HylleraasPartialWave.partialWaveCoeff_lt_iff_pos' depends on axioms: [propext, Classical.choice, Quot.sound]
'HylleraasPartialWave.partialWaveCoeff_tendsto' depends on axioms: [propext, Classical.choice, Quot.sound]
```
